# In scaled units, a grey soliton of velocity v on a background at rest has minimum density v² and integrated density deficit 2√(1 − v²)

## Can I choose the depth and the speed separately?

I start a real-time simulation of a one-dimensional condensate by writing a grey soliton onto the grid,
$$\psi(x,0)=iv+c\tanh(cx),\qquad c=\sqrt{1-v^2},$$
and I then expect a density dip that moves at velocity $v$. What bothers me is that $v$ is both the constant imaginary part and the velocity, while $c$ is both the height of the tanh and its inverse width. Is that a convenient choice, or could I keep the dip and give it another speed? And how much density should be missing from the background?

## On a background at rest, the depth of a tanh front fixes its width and speed

Within the family of tanh fronts on a background at rest there is no such freedom: the depth fixes the width, and it fixes the velocity up to sign. The missing density, integrated over the line, is $2c$ at all times. You can still set the whole condensate in motion with a factor $e^{iqx}$ in the initial state. The same dip then moves at $v+q$, but its velocity relative to the background is still $v$. This moving case is not part of the Lean theorems.

The equation is
$$i\psi_t=-\tfrac12\psi_{xx}+(|\psi|^2-1)\psi .$$
Density is measured in units of the background density $n_0$ (particles per length), velocity in units of the sound speed $s$, and length in units of $\hbar/(ms)$, where $m$ is the particle mass. An integrated deficit of $2c$ therefore stands for $2c\,n_0\hbar/(ms)$ missing particles. The $-1$ subtracts the chemical potential, which keeps the phase of the uniform background from rotating.

Give every parameter its own letter:
$$\psi=ia+bT,\qquad T=\tanh(k(x-ut)),\qquad b,k\neq0 .$$
Since $\tanh'=1-\tanh^2$,
$$\psi_t=-bku(1-T^2),\quad \psi_x=bk(1-T^2),\quad \psi_{xx}=-2bk^2T(1-T^2),$$
and $|\psi|^2=a^2+b^2T^2$. Substitution gives a real and an imaginary part:
$$bT\,[k^2(1-T^2)+a^2+b^2T^2-1]=0,$$
$$bku(1-T^2)+a(a^2+b^2T^2-1)=0 .$$

For $T\ne0$ the first says $(a^2+k^2-1)+(b^2-k^2)T^2=0$. Two different nonzero values of $T^2$ force $b^2=k^2$ and $a^2+k^2=1$. At $T=0$ the second reads $bku=a(1-a^2)=ab^2$, so $ku=ab$.

Conversely, these relations make the first bracket vanish. They also give $a^2+b^2T^2-1=-b^2(1-T^2)$, which turns the second expression into $b(ku-ab)(1-T^2)=0$.

So $b=\pm k$ and $u=\pm a$ with the same sign. Your soliton is $a=u=v$, $b=k=c$. Its density $v^2+c^2T^2$ is smallest where $T=0$, that is, at $x=vt$, and the value there is $v^2$. The deficit is a derivative:
$$1-|\psi|^2=c^2(1-T^2)=\partial_x\,[c\tanh(c(x-vt))].$$
The bracket runs from $-c$ to $c$, so the integral over the line is $2c$.

## Numbers for v = 0.6

Here $c=0.8$, the minimum density is $0.36$ and the integrated deficit is $1.6$. At a point where $T=\tfrac12$, we have $\psi=0.4+0.6i$ and $|\psi|^2=0.52$. The left side is $i\psi_t=-0.288i$. On the right, $-\psi_{xx}/2=0.192$ and $(0.52-1)\psi=-0.192-0.288i$, which add up to $-0.288i$.

## What the Lean theorems say

`SolvesNLS ψ` means that functions `ψt`, `ψx` and `ψxx` exist which are the required derivatives at every real $x$ and $t$ and satisfy the equation there. This is a classical solution on the infinite line. The norm `‖ψ x t‖` is the complex modulus.

`tanhWave a b k u` is the general front, and `tanhWave_solves_iff` is the equivalence with the three relations. If just one of $b$, $k$ is zero, the front is the constant $ia$, which solves the equation for $a=1$ although $b^2\neq k^2$.

`greySoliton v` is the special case, with $c$ called `amplitude v`. This is the height of the tanh in $\psi$; the depth of the density dip is $c^2$. For $|v|<1$, three theorems state that it solves the equation, that its density is at least $v^2$ with equality exactly at $x=vt$, and that the deficit is integrable with integral $2c$. The value $v=0$, usually called a black soliton, is included.

For simulation practice this supplies an initial state with a known later evolution, within one-dimensional mean-field theory on a uniform background. On a periodic grid it cannot be used unchanged: $\psi$ tends to $iv-c$ on the left and to $iv+c$ on the right, so the two ends do not match. The equation contains no trap potential, so for a real, trapped gas it is at best an approximation.

```lean
import Mathlib

open Filter Topology MeasureTheory
open Complex (I)

namespace GreySoliton

noncomputable section

/-- The defocusing nonlinear Schroedinger equation `i ψ_t = -ψ_xx/2 + (|ψ|² - 1) ψ`, with all
the derivatives that occur in it required to exist at every point. -/
def SolvesNLS (ψ : ℝ → ℝ → ℂ) : Prop :=
  ∃ ψt ψx ψxx : ℝ → ℝ → ℂ, ∀ x t : ℝ,
    HasDerivAt (fun s => ψ x s) (ψt x t) t ∧
    HasDerivAt (fun y => ψ y t) (ψx x t) x ∧
    HasDerivAt (fun y => ψx y t) (ψxx x t) x ∧
    I * ψt x t = -ψxx x t / 2 + ((‖ψ x t‖ ^ 2 - 1 : ℝ) : ℂ) * ψ x t

/-- A travelling front `i a + b tanh(k (x - u t))` with velocity `u`. -/
def tanhWave (a b k u x t : ℝ) : ℂ :=
  (a : ℂ) * I + ((b * Real.tanh (k * (x - u * t)) : ℝ) : ℂ)

/-- The amplitude `c = √(1 - v²)`, for `|v| ≤ 1`. -/
def amplitude (v : ℝ) : ℝ := Real.sqrt (1 - v ^ 2)

/-- The grey soliton `i v + c tanh(c (x - v t))` with `c = √(1 - v²)`, for `|v| < 1`. -/
def greySoliton (v x t : ℝ) : ℂ := tanhWave v (amplitude v) (amplitude v) v x t

/-- The slope of `tanh` is `1 - tanh²`. -/
theorem hasDerivAt_tanh (x : ℝ) : HasDerivAt Real.tanh (1 - Real.tanh x ^ 2) x := by
  have hc := (Real.cosh_pos x).ne'
  have h := (Real.hasDerivAt_sinh x).fun_div (Real.hasDerivAt_cosh x) hc
  refine (h.congr_deriv ?_).congr_of_eventuallyEq
    (Eventually.of_forall Real.tanh_eq_sinh_div_cosh)
  rw [Real.tanh_eq_sinh_div_cosh, div_pow, sub_div, ← pow_two, ← pow_two,
    div_self (pow_ne_zero 2 hc)]

/-- The profile `tanh` stays strictly between `-1` and `1` and is strictly increasing. -/
theorem tanh_bounded_strictMono : (∀ x, Real.tanh x ^ 2 < 1) ∧ StrictMono Real.tanh := by
  have hb : ∀ x, Real.tanh x ^ 2 < 1 := fun x => by
    rw [Real.tanh_eq_sinh_div_cosh, div_pow, div_lt_one (pow_pos (Real.cosh_pos x) 2)]
    linarith [Real.cosh_sq x]
  exact ⟨hb, strictMono_of_deriv_pos fun x => by
    rw [(hasDerivAt_tanh x).deriv]; linarith [hb x]⟩

/-- Far to the right the profile `tanh` tends to `1`. -/
theorem tendsto_tanh_atTop : Tendsto Real.tanh atTop (𝓝 1) := by
  have e : ∀ x, Real.tanh x = 1 - 2 / (Real.exp (2 * x) + 1) := fun x => by
    rw [Real.tanh_eq_sinh_div_cosh, Real.sinh_eq, Real.cosh_eq, Real.exp_neg, two_mul,
      Real.exp_add]
    have hE := Real.exp_pos x
    generalize Real.exp x = E at hE
    field_simp
    ring
  have h1 : Tendsto (fun x : ℝ => Real.exp (2 * x) + 1) atTop atTop :=
    tendsto_atTop_add_const_right _ 1
      (Real.tendsto_exp_atTop.comp (tendsto_id.const_mul_atTop two_pos))
  have h2 := (h1.const_div_atTop 2).const_sub 1
  rw [sub_zero] at h2
  exact h2.congr fun x => (e x).symm

/-- The density of the travelling front is `a² + b² tanh²(k (x - u t))`. -/
theorem tanhWave_density (a b k u x t : ℝ) :
    ‖tanhWave a b k u x t‖ ^ 2 = a ^ 2 + b ^ 2 * Real.tanh (k * (x - u * t)) ^ 2 := by
  have h : ∀ p q : ℝ, ‖(p : ℂ) * I + (q : ℂ)‖ ^ 2 = p ^ 2 + q ^ 2 := fun p q => by
    rw [Complex.sq_norm, Complex.normSq_apply]
    simp
    ring
  rw [tanhWave, h, mul_pow]

/-- The time derivative and the first two space derivatives of the travelling front. -/
theorem tanhWave_derivatives (a b k u x t : ℝ) :
    HasDerivAt (fun s => tanhWave a b k u x s)
      ((-(b * k * u * (1 - Real.tanh (k * (x - u * t)) ^ 2)) : ℝ) : ℂ) t ∧
    HasDerivAt (fun y => tanhWave a b k u y t)
      ((b * k * (1 - Real.tanh (k * (x - u * t)) ^ 2) : ℝ) : ℂ) x ∧
    HasDerivAt (fun y => ((b * k * (1 - Real.tanh (k * (y - u * t)) ^ 2) : ℝ) : ℂ))
      ((-2 * b * k ^ 2 * Real.tanh (k * (x - u * t)) *
        (1 - Real.tanh (k * (x - u * t)) ^ 2) : ℝ) : ℂ) x := by
  have ht : HasDerivAt (fun s => k * (x - u * s)) (-(k * u)) t :=
    (((hasDerivAt_id' t).const_mul u).const_sub x |>.const_mul k).congr_deriv (by ring)
  have hx : HasDerivAt (fun y => k * (y - u * t)) k x :=
    (((hasDerivAt_id' x).sub_const (u * t)).const_mul k).congr_deriv (by ring)
  -- chain rule in time and in space
  have ct := (hasDerivAt_tanh (k * (x - u * t))).comp t ht
  have cx := (hasDerivAt_tanh (k * (x - u * t))).comp x hx
  have h1 : HasDerivAt (fun s => b * Real.tanh (k * (x - u * s)))
      (-(b * k * u * (1 - Real.tanh (k * (x - u * t)) ^ 2))) t :=
    (ct.const_mul b).congr_deriv (by ring)
  have hT : HasDerivAt (fun y => Real.tanh (k * (y - u * t)))
      ((1 - Real.tanh (k * (x - u * t)) ^ 2) * k) x := cx
  have h2 : HasDerivAt (fun y => b * Real.tanh (k * (y - u * t)))
      (b * k * (1 - Real.tanh (k * (x - u * t)) ^ 2)) x :=
    (hT.const_mul b).congr_deriv (by ring)
  have h3 : HasDerivAt (fun y => b * k * (1 - Real.tanh (k * (y - u * t)) ^ 2))
      (-2 * b * k ^ 2 * Real.tanh (k * (x - u * t)) *
        (1 - Real.tanh (k * (x - u * t)) ^ 2)) x := by
    simp only [pow_two (Real.tanh _)]
    exact (((hT.fun_mul hT).const_sub 1).const_mul (b * k)).congr_deriv (by ring)
  exact ⟨h1.ofReal_comp.const_add _, h2.ofReal_comp.const_add _, h3.ofReal_comp⟩

/-- A travelling front with `b ≠ 0` and `k ≠ 0` solves the nonlinear Schroedinger equation
exactly when `b² = k²`, `a² + k² = 1` and `k u = a b`. -/
theorem tanhWave_solves_iff {a b k u : ℝ} (hb : b ≠ 0) (hk : k ≠ 0) :
    SolvesNLS (tanhWave a b k u) ↔ b ^ 2 = k ^ 2 ∧ a ^ 2 + k ^ 2 = 1 ∧ k * u = a * b := by
  constructor
  · rintro ⟨ψt, ψx, ψxx, h⟩
    have split : ∀ A B : ℝ, (A : ℂ) + (B : ℂ) * I = 0 → A = 0 ∧ B = 0 := fun A B e =>
      ⟨by simpa using congrArg Complex.re e, by simpa using congrArg Complex.im e⟩
    -- real and imaginary parts of the equation where the argument of `tanh` equals `z`
    have key : ∀ z : ℝ,
        b * Real.tanh z * (k ^ 2 * (1 - Real.tanh z ^ 2) + a ^ 2
          + b ^ 2 * Real.tanh z ^ 2 - 1) = 0 ∧
        b * k * u * (1 - Real.tanh z ^ 2)
          + (a ^ 2 + b ^ 2 * Real.tanh z ^ 2 - 1) * a = 0 := by
      intro z
      obtain ⟨d1, -, d3, e⟩ := h (z / k) 0
      have hfun := funext fun y =>
        (h y 0).2.1.unique (tanhWave_derivatives a b k u y 0).2.1
      rw [hfun] at d3
      have hz : k * (z / k - u * 0) = z := by
        rw [mul_zero, sub_zero]
        field_simp
      rw [d1.unique (tanhWave_derivatives a b k u (z / k) 0).1,
        d3.unique (tanhWave_derivatives a b k u (z / k) 0).2.2, tanhWave_density,
        tanhWave, hz] at e
      generalize Real.tanh z = T at e ⊢
      apply split
      push_cast at e ⊢
      linear_combination -e
    have h0 := (key 0).2
    rw [Real.tanh_zero] at h0
    have m := tanh_bounded_strictMono.2
    have p1 : 0 < Real.tanh 1 := by simpa using m (zero_lt_one' ℝ)
    have p2 : Real.tanh 1 < Real.tanh 2 := m one_lt_two
    have q1 := (mul_eq_zero.mp (key 1).1).resolve_left (mul_ne_zero hb p1.ne')
    have q2 := (mul_eq_zero.mp (key 2).1).resolve_left (mul_ne_zero hb (p1.trans p2).ne')
    -- two different values of `tanh²` separate the coefficients
    have hd : Real.tanh 2 ^ 2 - Real.tanh 1 ^ 2 ≠ 0 := by
      have : 0 < Real.tanh 2 ^ 2 - Real.tanh 1 ^ 2 := by nlinarith
      exact this.ne'
    have r1 : b ^ 2 - k ^ 2 = 0 :=
      (mul_eq_zero.mp (by linear_combination q2 - q1 :
        (b ^ 2 - k ^ 2) * (Real.tanh 2 ^ 2 - Real.tanh 1 ^ 2) = 0)).resolve_right hd
    have r2 : a ^ 2 + k ^ 2 = 1 := by linear_combination q1 - Real.tanh 1 ^ 2 * r1
    refine ⟨by linarith, r2, mul_left_cancel₀ hb ?_⟩
    linear_combination h0 - a * r1 - a * r2
  · rintro ⟨h1, h2, h3⟩
    refine ⟨_, _, _, fun x t => ⟨(tanhWave_derivatives a b k u x t).1,
      (tanhWave_derivatives a b k u x t).2.1, (tanhWave_derivatives a b k u x t).2.2, ?_⟩⟩
    rw [tanhWave_density, tanhWave]
    generalize Real.tanh (k * (x - u * t)) = T
    have hA : b * T * (k ^ 2 * (1 - T ^ 2) + a ^ 2 + b ^ 2 * T ^ 2 - 1) = 0 := by
      linear_combination b * T * h2 + b * T ^ 3 * h1
    have hB : b * k * u * (1 - T ^ 2) + (a ^ 2 + b ^ 2 * T ^ 2 - 1) * a = 0 := by
      linear_combination b * (1 - T ^ 2) * h3 + a * h1 + a * h2
    have hA' := congrArg (fun r : ℝ => (r : ℂ)) hA
    have hB' := congrArg (fun r : ℝ => (r : ℂ)) hB
    push_cast at hA' hB' ⊢
    linear_combination -hA' - I * hB'

/-- For `|v| < 1` the amplitude `c` is positive and `v² + c² = 1`. -/
theorem amplitude_spec {v : ℝ} (hv : |v| < 1) :
    0 < amplitude v ∧ v ^ 2 + amplitude v ^ 2 = 1 := by
  have h : 0 < 1 - v ^ 2 := by nlinarith [(abs_lt.1 hv).1, (abs_lt.1 hv).2]
  refine ⟨Real.sqrt_pos.2 h, ?_⟩
  rw [amplitude, Real.sq_sqrt h.le]
  ring

/-- For `|v| < 1` the grey soliton solves the nonlinear Schroedinger equation. -/
theorem greySoliton_solves {v : ℝ} (hv : |v| < 1) : SolvesNLS (greySoliton v) := by
  obtain ⟨hc, hs⟩ := amplitude_spec hv
  exact (tanhWave_solves_iff hc.ne' hc.ne').2 ⟨rfl, hs, mul_comm _ _⟩

/-- For `|v| < 1` the density of the grey soliton is at least `v²`, and it equals `v²` exactly
at the moving centre `x = v t`. -/
theorem greySoliton_min_density {v : ℝ} (hv : |v| < 1) (x t : ℝ) :
    v ^ 2 ≤ ‖greySoliton v x t‖ ^ 2 ∧ (‖greySoliton v x t‖ ^ 2 = v ^ 2 ↔ x = v * t) := by
  have hc := (amplitude_spec hv).1
  rw [greySoliton, tanhWave_density]
  refine ⟨le_add_of_nonneg_right (by positivity), fun h => ?_, fun h => ?_⟩
  · have h1 : amplitude v ^ 2 * Real.tanh (amplitude v * (x - v * t)) ^ 2 = 0 := by linarith
    have h2 := pow_eq_zero_iff two_ne_zero |>.1
      ((mul_eq_zero.mp h1).resolve_left (pow_ne_zero 2 hc.ne'))
    have h3 := tanh_bounded_strictMono.2.injective (h2.trans Real.tanh_zero.symm)
    linarith [(mul_eq_zero.mp h3).resolve_left hc.ne']
  · rw [h, sub_self, mul_zero, Real.tanh_zero]
    ring

/-- For `|v| < 1` the density deficit `1 - |ψ|²` of the grey soliton is integrable over the
line, and its integral is `2c` at every time. -/
theorem greySoliton_deficit {v : ℝ} (hv : |v| < 1) (t : ℝ) :
    Integrable (fun x => 1 - ‖greySoliton v x t‖ ^ 2) ∧
    ∫ x, (1 - ‖greySoliton v x t‖ ^ 2) = 2 * amplitude v := by
  obtain ⟨hc, hs⟩ := amplitude_spec hv
  have hρ : ∀ x, 1 - ‖greySoliton v x t‖ ^ 2 = amplitude v ^ 2 *
      (1 - Real.tanh (amplitude v * (x - v * t)) ^ 2) := fun x => by
    rw [greySoliton, tanhWave_density]
    linear_combination -hs
  have hcont : Continuous fun x => 1 - ‖greySoliton v x t‖ ^ 2 := by
    have h : Continuous fun x => greySoliton v x t := continuous_iff_continuousAt.2 fun x =>
      (tanhWave_derivatives v (amplitude v) (amplitude v) v x t).2.1.continuousAt
    exact continuous_const.sub (h.norm.pow 2)
  have hnn : ∀ x, 0 ≤ 1 - ‖greySoliton v x t‖ ^ 2 := fun x => by
    rw [hρ]
    have hb := tanh_bounded_strictMono.1 (amplitude v * (x - v * t))
    exact mul_nonneg (sq_nonneg _) (sub_nonneg.2 hb.le)
  -- the deficit is the slope of the real part of the soliton
  have hF : ∀ x, HasDerivAt (fun y => amplitude v * Real.tanh (amplitude v * (y - v * t)))
      (1 - ‖greySoliton v x t‖ ^ 2) x := fun x => by
    have hx : HasDerivAt (fun y => amplitude v * (y - v * t)) (amplitude v) x :=
      (((hasDerivAt_id' x).sub_const (v * t)).const_mul (amplitude v)).congr_deriv (by ring)
    have cx := (hasDerivAt_tanh (amplitude v * (x - v * t))).comp x hx
    refine (cx.const_mul (amplitude v)).congr_deriv ?_
    rw [hρ]
    ring
  have hint : Integrable (fun x => 1 - ‖greySoliton v x t‖ ^ 2) := by
    refine integrable_of_intervalIntegral_norm_bounded (l := atTop) (a := fun i : ℝ => -i)
      (b := fun i : ℝ => i) (2 * amplitude v) (fun i => hcont.integrableOn_Ioc)
      tendsto_neg_atTop_atBot tendsto_id (Eventually.of_forall fun i => ?_)
    simp only [Real.norm_of_nonneg (hnn _)]
    rw [intervalIntegral.integral_eq_sub_of_hasDerivAt (fun x _ => hF x)
      (hcont.intervalIntegrable _ _)]
    have b1 := abs_lt.1 ((sq_lt_one_iff_abs_lt_one _).1
      (tanh_bounded_strictMono.1 (amplitude v * (i - v * t))))
    have b2 := abs_lt.1 ((sq_lt_one_iff_abs_lt_one _).1
      (tanh_bounded_strictMono.1 (amplitude v * (-i - v * t))))
    nlinarith [mul_pos hc (sub_pos.2 b1.2), mul_pos hc (sub_pos.2 b2.1)]
  have hbot' : Tendsto Real.tanh atBot (𝓝 (-1)) :=
    (tendsto_tanh_atTop.comp tendsto_neg_atBot_atTop).neg.congr fun x => by
      simp [Real.tanh_neg]
  have st : Tendsto (fun x : ℝ => x - v * t) atTop atTop := by
    simpa only [sub_eq_add_neg, id_eq] using
      tendsto_atTop_add_const_right atTop (-(v * t)) tendsto_id
  have sb : Tendsto (fun x : ℝ => x - v * t) atBot atBot := by
    simpa only [sub_eq_add_neg, id_eq] using
      tendsto_atBot_add_const_right atBot (-(v * t)) tendsto_id
  refine ⟨hint, ?_⟩
  rw [integral_of_hasDerivAt_of_tendsto hF hint
    ((hbot'.comp (sb.const_mul_atBot hc)).const_mul (amplitude v))
    ((tendsto_tanh_atTop.comp (st.const_mul_atTop hc)).const_mul (amplitude v))]
  ring

end

end GreySoliton
```

```lean
#print axioms GreySoliton.greySoliton_solves
#print axioms GreySoliton.greySoliton_min_density
#print axioms GreySoliton.greySoliton_deficit
```

```
'GreySoliton.greySoliton_solves' depends on axioms: [propext, Classical.choice, Quot.sound]
'GreySoliton.greySoliton_min_density' depends on axioms: [propext, Classical.choice, Quot.sound]
'GreySoliton.greySoliton_deficit' depends on axioms: [propext, Classical.choice, Quot.sound]
```

## From the substitution to the Lean proof

`hasDerivAt_tanh` is the quotient rule for $\sinh/\cosh$. `tanh_bounded_strictMono` gives $\tanh^2<1$, hence a positive slope and strict growth. `tendsto_tanh_atTop` uses $\tanh x=1-2/(e^{2x}+1)$. The density and the derivatives of the front are in `tanhWave_density` and `tanhWave_derivatives`.

In the forward half of `tanhWave_solves_iff`, uniqueness of derivatives identifies the unknown `ψt` and `ψxx` with the computed ones. Choosing $x=z/k$, $t=0$ makes the argument of tanh equal to $z$, and `key` records the real and imaginary parts there. The value $z=0$ supplies the case $T=0$; $z=1$ and $z=2$ supply two different values of $T^2$, and their difference isolates $b^2-k^2$. In the converse half, `linear_combination` builds both parts of the equation from the three relations.

`amplitude_spec` provides $c>0$ and $v^2+c^2=1$, after which `greySoliton_solves` only has to check the relations. `greySoliton_min_density` uses the injectivity of tanh to locate the minimum.

In `greySoliton_deficit`, `hF` is the derivative identity above. The deficit is nonnegative and its integral over $[-R,R]$ is at most $2c$ for every $R$ considered, which gives integrability. The limits $\pm c$ of the antiderivative then give the value of the integral.
